# Every two-electron singlet in a finite real orbital basis has a closed-shell determinant of maximal absolute overlap

Take a two-electron singlet whose spatial part is given by a real coefficient matrix C in a finite, non-empty, orthonormal basis of real orbitals. Its overlap with the determinant in which a normalised orbital v is doubly occupied is vᵀCv, and the theorem says that some v with v·v = 1 makes |vᵀCv| as large as possible. C need not be normalised, and for C ≠ 0 the overlap with the normalised singlet is vᵀCv divided by the Frobenius norm of C; the mathematical statement does not need C to be symmetric either, though a singlet's matrix is. The proof shows that the set of normalised orbitals is closed and bounded, hence compact, and that a continuous function on this non-empty set attains its maximum.

The failing Lean file:

```lean
import Mathlib

open Matrix

namespace ExistsIsMaxOverlap

noncomputable section

variable {n : Type*} [Fintype n]

/-- Overlap `vᵀ C v` of the two-electron singlet with coefficient matrix `C` and the
closed-shell determinant in which the unit orbital `v` is doubly occupied. -/
def overlap (C : Matrix n n ℝ) (v : n → ℝ) : ℝ := v ⬝ᵥ C *ᵥ v

/-- The orbital `v` is normalised, and no normalised orbital gives a closed-shell determinant
with a larger absolute overlap. -/
def IsMaxOverlap (C : Matrix n n ℝ) (v : n → ℝ) : Prop :=
  v ⬝ᵥ v = 1 ∧ ∀ x : n → ℝ, x ⬝ᵥ x = 1 → |overlap C x| ≤ |overlap C v|

/-- In a non-empty orbital basis some normalised orbital has maximal absolute overlap. -/
theorem exists_isMaxOverlap [Nonempty n] (C : Matrix n n ℝ) : ∃ v, IsMaxOverlap C v := by
  classical
  have hclosed : IsClosed {v : n → ℝ | v ⬝ᵥ v = 1} :=
    isClosed_eq (by simp only [dotProduct]; fun_prop) continuous_const
  have hbdd : Bornology.IsBounded {v : n → ℝ | v ⬝ᵥ v = 1} := by
    refine Metric.isBounded_closedBall.subset (s := Metric.closedBall 0 1) fun v hv => ?_
    rw [mem_closedBall_zero_iff, pi_norm_le_iff_of_nonneg zero_le_one]
    intro i
    have h1 : v i * v i ≤ v ⬝ᵥ v :=
      Finset.single_le_sum (f := fun j => v j * v j) (fun j _ => mul_self_nonneg (v j))
        (Finset.mem_univ i)
    have h2 : v ⬝ᵥ v = 1 := hv
    rw [Real.norm_eq_abs, abs_le]
    constructor <;> nlinarith
  have hcont : Continuous fun v : n → ℝ => |overlap C v| := by
    simp only [overlap, dotProduct, Matrix.mulVec]
    fun_prop
  obtain ⟨i⟩ := ‹Nonempty n›
  obtain ⟨v, hv, hmax⟩ := (Metric.isCompact_of_isClosed_isBounded hclosed hbdd).exists_isMaxOn
    ⟨Pi.single i 1, by simp⟩ hcont.continuousOn
  exact ⟨v, hv, fun x hx => hmax hx⟩

end

end ExistsIsMaxOverlap
```

Lean reports:

```
Main.lean:26:4: error: Type mismatch
  Bornology.IsBounded.subset Metric.isBounded_closedBall fun v hv => ?m.118
has type
  Bornology.IsBounded.{0} (Metric.closedBall 0 1)
but is expected to have type
  Bornology.IsBounded.{u_1} {v | v ⬝ᵥ v = 1}
```

Cause. The error is in the proof that the set of normalised orbitals is bounded. The idea is to place that set inside a closed ball, which is known to be bounded. But in `Bornology.IsBounded.subset` the argument `s` is the smaller set, the one whose boundedness is concluded, and `(s := Metric.closedBall 0 1)` puts the ball there. The term therefore proves that the ball is bounded, while the goal asks this of `{v | v ⬝ᵥ v = 1}`, and Lean reports a type mismatch. The universe levels in the message, `0` and `u_1`, show that the ball was not even read as a set in `n → ℝ`.

The repair gives the centre `(0 : n → ℝ)` and the radius `1` to `Metric.isBounded_closedBall` itself. The ball is now the larger set and lies in the right space, and Lean takes `s` from the goal. What remains is to show that each normalised `v` lies in the ball, which is what the following lines prove.

The mended proof, as a diff:

```diff
@@ -24,5 +24,5 @@
     isClosed_eq (by simp only [dotProduct]; fun_prop) continuous_const
   have hbdd : Bornology.IsBounded {v : n → ℝ | v ⬝ᵥ v = 1} := by
-    refine Metric.isBounded_closedBall.subset (s := Metric.closedBall 0 1) fun v hv => ?_
+    refine (Metric.isBounded_closedBall (x := (0 : n → ℝ)) (r := 1)).subset fun v hv => ?_
     rw [mem_closedBall_zero_iff, pi_norm_le_iff_of_nonneg zero_le_one]
     intro i
```
